# The sum of all site swaps reaches −n(n−1)/2 exactly when there are at least as many colours as sites

## When pairwise minima add up

Three spins 1/2 sit on a triangle with equal antiferromagnetic exchange on each bond, and the energy is taken to be the sum of the three swaps of two spins. A swap has lowest eigenvalue −1, reached by the singlet, so adding the three bond minima suggests a ground-state energy of −3. The true value is 0: three spins 1/2 can't all be in singlets with one another. With three colours per site in place of two, the estimate −3 is correct.

The question is when the estimate of −1 per pair is right for n sites with N colours, if every pair is coupled with the same strength. The answer is n ≤ N.

## Exchange as a sum of swaps

Number the sites 0, …, n−1 and the colours 0, …, N−1. A configuration c assigns a colour c(i) to each site i, and a state ψ gives each configuration a complex amplitude ψ(c). The swap P_ij exchanges the colours of sites i and j:

(P_ij ψ)(c) = ψ(c∘(i j)),

where (i j) is the transposition of the two sites. The Hamiltonian, in units of the exchange coupling, is

H = Σ_{j<i} P_ij.

For N = 2 and spins in units of ħ, P_ij = 2 S_i·S_j + 1/2, so H is the Heisenberg antiferromagnet with all pairs coupled, up to a constant. For larger N it is the SU(N) version. That real electrons or atoms are described by this H, with one particle held on each site and equal couplings, is assumed.

Write ⟨φ,ψ⟩ = Σ_c conj(φ(c)) ψ(c) and ‖ψ‖² = ⟨ψ,ψ⟩. The result has three parts:

- Every state satisfies ⟨ψ,Hψ⟩ ≥ −n(n−1)/2 ‖ψ‖².
- Some nonzero state attains equality exactly when n ≤ N.
- For N = n, the states attaining equality are the complex multiples of the Levi-Civita function ε, which is the sign of c if c is a permutation and zero otherwise.

For a normalised state the bound reads −n(n−1)/2. An exact diagonalisation of H over all configurations should therefore return this as the lowest energy when n ≤ N, and a single ground state when n = N. If a code writes the exchange with spin operators or SU(N) generators instead of swaps, its energies must first be converted, because the factor and the additive constant can differ.

## The energy as a sum of squares

Applying a swap twice restores the configuration, so c → c∘(i j) merely reorders a sum over configurations. Hence ‖P_ij ψ‖ = ‖ψ‖ and ⟨P_ij ψ,ψ⟩ = ⟨ψ,P_ij ψ⟩. Expanding the square gives

‖ψ + P_ij ψ‖² = 2‖ψ‖² + 2⟨ψ,P_ij ψ⟩,

and therefore

⟨ψ,P_ij ψ⟩ = ½‖ψ + P_ij ψ‖² − ‖ψ‖².

There are 0 + 1 + … + (n−1) = n(n−1)/2 pairs. Summing over them,

⟨ψ,Hψ⟩ = ½ Σ_{j<i} ‖ψ + P_ij ψ‖² − n(n−1)/2 ‖ψ‖².

The energy is real and the bound follows. Equality holds exactly when every square vanishes, that is, when P_ij ψ = −ψ for all i ≠ j. Call such a state antisymmetric. This refers to exchanging colours between sites, not to the statistics of the particles.

## Antisymmetry needs enough colours

Let ψ be antisymmetric and suppose c(i) = c(j) for some i ≠ j. Then c∘(i j) = c, so ψ(c) = −ψ(c) and ψ(c) = 0. If n > N, every configuration repeats a colour, and ψ = 0.

If n ≤ N, take the Slater determinant of the first n colours,

ψ(c) = det[δ(c(i), j)], with i, j = 0, …, n−1,

where δ is 1 for equal arguments and 0 otherwise. A swap of two sites exchanges two rows and reverses the sign. On the configuration c(i) = i the matrix is the identity, so ψ(c) = 1 and the state is nonzero.

Now let N = n. Every permutation σ is a product of transpositions, so an antisymmetric state obeys

ψ(c∘σ) = sgn(σ) ψ(c).

Starting from the identity configuration id, this gives ψ(c) = sgn(c) ψ(id) for every permutation c. All other configurations repeat a colour and have amplitude zero. Thus ψ = ψ(id) ε. Conversely, a transposition reverses the sign of a permutation and takes non-permutations to non-permutations, so every multiple of ε is antisymmetric.

## Three sites, and the smallest clusters

For n = N = 3, write a configuration as its list of colours. Then

(Hε)(012) = ε(102) + ε(210) + ε(021) = −3.

The six nonzero amplitudes give ‖ε‖² = 6 and ⟨ε,Hε⟩ = −18, hence −3 after normalisation.

With two colours, take ψ(001) = 1, ψ(010) = −1 and all other amplitudes zero, so ‖ψ‖² = 2. The squares ‖ψ + P_ij ψ‖² are 6, 6 and 0 for the pairs (1,0), (2,0) and (2,1). The energy is ½·12 − 3·2 = 0, the value quoted for the triangle. No state lies lower: for total spin S, H equals S(S+1) − 3/4, and three spins 1/2 have S ≥ 1/2.

For n = N = 2, ε is the unnormalised singlet, with normalised energy −1. For n = 1 there are no pairs: the bound is 0, and every state attains it. A nonzero state then exists as soon as N ≥ 1.

## The Lean statement

`State n N` is the type of complex functions on `Fin n → Fin N`, the amplitudes in the product basis. `swapOp i j` is P_ij and `exchange` is H; the range `Iio i` contains the sites j < i, so each pair is counted once. `weight ψ` is ‖ψ‖², `pairs n` is the real number n(n−1)/2, and `leviCivita` is ε. Despite its name, `energy ψ` is the unnormalised ⟨ψ,Hψ⟩, to be divided by `weight ψ` for a nonzero state.

The final theorem, `exchange_lower_bound`, holds for all natural numbers n and N. Its first part bounds the real part of `energy ψ`. The other two state attainment as an equality of complex numbers. The last concerns `State n n` and allows the factor a = 0, which gives the zero state; a normalised state has |a|² = 1/n!.

```lean
import Mathlib

open Finset ComplexConjugate

namespace PermutationExchange

noncomputable section

/-- States of `n` sites with `N` colours: complex functions of the colour configuration. -/
abbrev State (n N : ℕ) := (Fin n → Fin N) → ℂ

variable {n N : ℕ}

/-- The swap `P_ij`, which exchanges the colours of sites `i` and `j`. -/
def swapOp (i j : Fin n) (ψ : State n N) : State n N :=
  fun c => ψ (c ∘ Equiv.swap i j)

/-- The exchange Hamiltonian: the sum of the swaps over all pairs of sites, each taken once. -/
def exchange (ψ : State n N) : State n N :=
  ∑ i, ∑ j ∈ Iio i, swapOp i j ψ

/-- The squared norm of a state. -/
def weight (ψ : State n N) : ℝ := ∑ c, ‖ψ c‖ ^ 2

/-- The unnormalised expectation value of the exchange Hamiltonian. -/
def energy (ψ : State n N) : ℂ := ∑ c, conj (ψ c) * exchange ψ c

/-- The number `n(n-1)/2`, as a real number. -/
def pairs (n : ℕ) : ℝ := n * (n - 1) / 2

/-- A state is antisymmetric if every swap of two different sites reverses its sign. -/
def IsAntisymmetric (ψ : State n N) : Prop :=
  ∀ i j, i ≠ j → swapOp i j ψ = -ψ

open Classical in
/-- The Levi-Civita function: the sign of a configuration that is a permutation,
and zero on all other configurations. -/
def leviCivita : State n n := fun c =>
  if h : Function.Bijective c then
    ((Equiv.Perm.sign (Equiv.ofBijective c h) : ℤ) : ℂ) else 0

/-- Among `n` sites there are `n(n-1)/2` pairs. -/
theorem pair_count (n : ℕ) : ∑ i : Fin n, ((Iio i).card : ℝ) = pairs n := by
  simp only [Fin.card_Iio]
  rw [Fin.sum_univ_eq_sum_range (fun k => (k : ℝ)) n]
  unfold pairs
  induction n with
  | zero => simp
  | succ n ih =>
    rw [sum_range_succ, ih]
    push_cast
    ring

/-- The unnormalised expectation value of one swap is half the squared norm of `ψ + P_ij ψ` minus
the squared norm of `ψ`. -/
theorem swap_expectation (i j : Fin n) (ψ : State n N) :
    ∑ c, conj (ψ c) * swapOp i j ψ c =
      ((1 / 2 * ∑ c, ‖ψ c + swapOp i j ψ c‖ ^ 2 - weight ψ : ℝ) : ℂ) := by
  have hs : ∀ c : Fin n → Fin N, (c ∘ Equiv.swap i j) ∘ Equiv.swap i j = c := by
    intro c
    funext k
    simp
  -- a swap only relabels the configurations that are summed over
  have re : ∀ f : (Fin n → Fin N) → ℂ, ∑ c, f (c ∘ Equiv.swap i j) = ∑ c, f c :=
    fun f => Equiv.sum_comp (Function.Involutive.toPerm
      (fun c : Fin n → Fin N => c ∘ Equiv.swap i j) hs) f
  have h1 : ∑ c, conj (swapOp i j ψ c) * ψ c = ∑ c, conj (ψ c) * swapOp i j ψ c := by
    rw [← re (fun c => conj (ψ c) * swapOp i j ψ c)]
    simp only [swapOp, hs]
  have h2 : ∑ c, conj (swapOp i j ψ c) * swapOp i j ψ c = ∑ c, conj (ψ c) * ψ c :=
    re (fun c => conj (ψ c) * ψ c)
  unfold weight
  push_cast
  simp only [← Complex.conj_mul', map_add, add_mul, mul_add, sum_add_distrib]
  rw [h1, h2]
  ring

/-- The unnormalised exchange energy is half a sum of squares, one for each pair and configuration,
minus `n(n-1)/2` times the squared norm. -/
theorem energy_eq (ψ : State n N) :
    energy ψ = ((1 / 2 * ∑ i, ∑ j ∈ Iio i, ∑ c, ‖ψ c + swapOp i j ψ c‖ ^ 2
      - pairs n * weight ψ : ℝ) : ℂ) := by
  have h : energy ψ = ∑ i, ∑ j ∈ Iio i, ∑ c, conj (ψ c) * swapOp i j ψ c := by
    simp only [energy, exchange, Finset.sum_apply, mul_sum]
    rw [sum_comm]
    exact sum_congr rfl fun i _ => sum_comm
  rw [h, ← pair_count]
  simp only [swap_expectation, ← Complex.ofReal_sum]
  rw [Complex.ofReal_inj]
  simp only [sum_sub_distrib, sum_const, nsmul_eq_mul, mul_sum, sum_mul]

/-- The unnormalised energy equals `-n(n-1)/2` times the squared norm exactly for antisymmetric
states. -/
theorem attains_iff (ψ : State n N) :
    energy ψ = ((-pairs n * weight ψ : ℝ) : ℂ) ↔ IsAntisymmetric ψ := by
  rw [energy_eq, Complex.ofReal_inj]
  constructor
  · intro h
    have h0 : ∑ i, ∑ j ∈ Iio i, ∑ c, ‖ψ c + swapOp i j ψ c‖ ^ 2 = 0 := by linarith
    -- a vanishing sum of squares vanishes term by term
    have key : ∀ i j, j < i → swapOp i j ψ = -ψ := by
      intro i j hij
      funext c
      have h1 := (sum_eq_zero_iff_of_nonneg (fun i _ => by positivity)).1 h0 i (mem_univ i)
      have h2 := (sum_eq_zero_iff_of_nonneg (fun j _ => by positivity)).1 h1 j
        (mem_Iio.2 hij)
      have h3 := (sum_eq_zero_iff_of_nonneg (fun c _ => by positivity)).1 h2 c (mem_univ c)
      have h4 : ψ c + swapOp i j ψ c = 0 := norm_eq_zero.1 (pow_eq_zero_iff two_ne_zero |>.1 h3)
      show swapOp i j ψ c = -ψ c
      linear_combination h4
    intro i j hij
    rcases lt_or_gt_of_ne hij with h | h
    · have h5 := key j i h
      unfold swapOp at h5 ⊢
      rwa [Equiv.swap_comm i j]
    · exact key i j h
  · intro h
    have h0 : ∑ i, ∑ j ∈ Iio i, ∑ c, ‖ψ c + swapOp i j ψ c‖ ^ 2 = 0 :=
      sum_eq_zero fun i _ => sum_eq_zero fun j hj => sum_eq_zero fun c _ => by
        rw [h i j (mem_Iio.1 hj).ne']
        simp
    rw [h0]
    ring

/-- An antisymmetric state vanishes on every configuration in which two sites have the same colour.
-/
theorem pauli {ψ : State n N} (h : IsAntisymmetric ψ) {c : Fin n → Fin N}
    (hc : ¬ Function.Injective c) : ψ c = 0 := by
  simp only [Function.Injective, not_forall] at hc
  obtain ⟨i, j, hij, hne⟩ := hc
  have e : c ∘ Equiv.swap i j = c := by
    funext k
    by_cases h1 : k = i
    · rw [Function.comp_apply, h1, Equiv.swap_apply_left, hij]
    by_cases h2 : k = j
    · rw [Function.comp_apply, h2, Equiv.swap_apply_right, hij]
    rw [Function.comp_apply, Equiv.swap_apply_of_ne_of_ne h1 h2]
  have h3 : ψ (c ∘ Equiv.swap i j) = -ψ c := congrFun (h i j hne) c
  rw [e] at h3
  linear_combination (1 / 2) * h3

/-- Permuting the sites multiplies an antisymmetric state by the sign of the permutation. -/
theorem sign_rule {ψ : State n N} (h : IsAntisymmetric ψ) (σ : Equiv.Perm (Fin n)) :
    ∀ c, ψ (c ∘ σ) = ((Equiv.Perm.sign σ : ℤ) : ℂ) * ψ c := by
  induction σ using Equiv.Perm.swap_induction_on with
  | one => intro c; simp
  | swap_mul f x y hxy ih =>
    intro c
    have h1 : ψ (c ∘ Equiv.swap x y) = -ψ c := congrFun (h x y hxy) c
    have h2 : ψ (c ∘ (Equiv.swap x y * f : Equiv.Perm (Fin n))) =
      ((Equiv.Perm.sign f : ℤ) : ℂ) * ψ (c ∘ Equiv.swap x y) := ih (c ∘ Equiv.swap x y)
    rw [h2, h1, Equiv.Perm.sign_mul, Equiv.Perm.sign_swap hxy]
    simp

/-- If there are at least as many colours as sites, a nonzero antisymmetric state exists. -/
theorem exists_antisymmetric (h : n ≤ N) : ∃ ψ : State n N, ψ ≠ 0 ∧ IsAntisymmetric ψ := by
  -- the Slater determinant of the first n colours
  let M : (Fin n → Fin N) → Matrix (Fin n) (Fin n) ℂ :=
    fun c => Matrix.of fun i j => if c i = Fin.castLE h j then 1 else 0
  refine ⟨fun c => (M c).det, fun h0 => ?_, fun i j hij => funext fun c => ?_⟩
  · have h1 : (M (Fin.castLE h)).det = 0 := congrFun h0 (Fin.castLE h)
    have h2 : M (Fin.castLE h) = 1 := by
      ext i j
      simp [M, Matrix.one_apply]
    rw [h2, Matrix.det_one] at h1
    exact one_ne_zero h1
  · show ((M c).submatrix (Equiv.swap i j) id).det = -(M c).det
    rw [Matrix.det_permute, Equiv.Perm.sign_swap hij]
    simp

/-- With as many colours as sites, the antisymmetric states are exactly the multiples of
the Levi-Civita function. -/
theorem antisymmetric_iff_leviCivita (ψ : State n n) :
    IsAntisymmetric ψ ↔ ∃ a : ℂ, ψ = a • leviCivita := by
  -- the value on the identity configuration fixes an antisymmetric state
  have uniq : ∀ φ : State n n, IsAntisymmetric φ → φ = φ id • leviCivita := by
    intro φ h
    funext c
    show φ c = φ id * leviCivita c
    unfold leviCivita
    by_cases hc : Function.Bijective c
    · have h1 : φ c = _ := sign_rule h (Equiv.ofBijective c hc) id
      rw [dif_pos hc, h1, mul_comm]
    · rw [dif_neg hc, mul_zero]
      exact pauli h fun hi => hc (Finite.injective_iff_bijective.1 hi)
  refine ⟨fun h => ⟨ψ id, uniq ψ h⟩, ?_⟩
  rintro ⟨a, rfl⟩ i j hij
  -- compare with a nonzero antisymmetric state
  obtain ⟨φ, h0, h⟩ := exists_antisymmetric (le_refl n)
  have e := uniq φ h
  have hb : φ id ≠ 0 := fun hb => h0 (by rw [e, hb, zero_smul])
  funext c
  have h1 : φ id * leviCivita (c ∘ Equiv.swap i j) = -(φ id * leviCivita c) := by
    have h2 := congrFun (h i j hij) c
    rw [e] at h2
    exact h2
  have h3 := mul_left_cancel₀ hb (h1.trans (mul_neg _ _).symm)
  show a * leviCivita (c ∘ Equiv.swap i j) = -(a * leviCivita c)
  rw [h3, mul_neg]

/-- The unnormalised exchange energy is at least `-n(n-1)/2` times the squared norm; a nonzero state
attains this exactly when `n ≤ N`, and for `N = n` the states attaining it are exactly the multiples
of the Levi-Civita function. -/
theorem exchange_lower_bound (n N : ℕ) :
    (∀ ψ : State n N, -pairs n * weight ψ ≤ (energy ψ).re) ∧
    ((∃ ψ : State n N, ψ ≠ 0 ∧ energy ψ = ((-pairs n * weight ψ : ℝ) : ℂ)) ↔ n ≤ N) ∧
    (∀ ψ : State n n, energy ψ = ((-pairs n * weight ψ : ℝ) : ℂ) ↔
      ∃ a : ℂ, ψ = a • leviCivita) := by
  refine ⟨fun ψ => ?_, ⟨?_, fun h => ?_⟩, fun ψ => ?_⟩
  · rw [energy_eq, Complex.ofReal_re]
    have h : 0 ≤ ∑ i, ∑ j ∈ Iio i, ∑ c, ‖ψ c + swapOp i j ψ c‖ ^ 2 := by positivity
    linarith
  · rintro ⟨ψ, h0, h⟩
    by_contra hn
    -- with too few colours every configuration repeats a colour
    refine h0 (funext fun c => pauli ((attains_iff ψ).1 h) fun hc => hn ?_)
    simpa using Fintype.card_le_of_injective c hc
  · obtain ⟨ψ, h0, ha⟩ := exists_antisymmetric h
    exact ⟨ψ, h0, (attains_iff ψ).2 ha⟩
  · exact (attains_iff ψ).trans (antisymmetric_iff_leviCivita ψ)

end

end PermutationExchange
```

```lean
#print axioms PermutationExchange.exists_antisymmetric
#print axioms PermutationExchange.exchange_lower_bound
```

```
'PermutationExchange.exists_antisymmetric' depends on axioms: [propext, Classical.choice, Quot.sound]
'PermutationExchange.exchange_lower_bound' depends on axioms: [propext, Classical.choice, Quot.sound]
```

## From the squares to the Levi-Civita function

`pair_count` counts the pairs by induction on n. In `swap_expectation`, the auxiliary fact `re` is the reordering of configurations; `h1` and `h2` are its two consequences, the symmetry of the swap and the preservation of the norm. Expanding the square and applying `ring` finishes the identity. `energy_eq` exchanges the order of the sums and adds up the pairs.

`attains_iff` turns equality into antisymmetry. The sum of squares is zero, and `sum_eq_zero_iff_of_nonneg`, used once each for i, j and c, makes every term zero. This yields the sign reversal for j < i, and `Equiv.swap_comm` supplies the opposite order. In the converse direction each square is zero by substitution.

`pauli` is the repeated-colour argument: it shows that the swap leaves c unchanged and solves ψ(c) = −ψ(c). `sign_rule` builds a permutation from transpositions by induction. Its claim is made for all c at once because the induction step applies it to the swapped configuration. `exists_antisymmetric` constructs the Slater determinant, with `Matrix.det_permute` providing the sign under a row exchange.

In `antisymmetric_iff_leviCivita`, the step `uniq` proves ψ = ψ(id) ε for every antisymmetric ψ. The converse takes a different route from the derivation above. The Slater determinant φ is nonzero and antisymmetric, so `uniq` gives φ = φ(id) ε with φ(id) ≠ 0. Cancelling this factor shows that ε itself is antisymmetric.

`exchange_lower_bound` then combines the lemmas. The bound follows from `energy_eq` because the squares are nonnegative. If a nonzero state attains it with n > N, `pauli` makes every amplitude zero, since a configuration without repeated colours would be an injective map from n sites to N colours. If n ≤ N, `attains_iff` applied to the Slater determinant gives attainment. For N = n, combining `attains_iff` with `antisymmetric_iff_leviCivita` gives the last part.
